# For a fixed matrix H, exp(itH) A exp(−itH) equals A at all real times t exactly when A commutes with H

Time evolution can enter a formal proof as the solution of a differential equation or as an explicit matrix exponential. Here it is the exponential, and the Heisenberg equation of motion becomes a theorem about it. H and A are finite square complex matrices, H does not depend on time, and ħ = 1. A is never assumed to be Hermitian, and H is assumed to be so only when expectation values along Schrödinger trajectories are considered.

## Matrices, evolution and expectation values

```lean
import Mathlib

open Matrix Topology
open Complex (I)

namespace HeisenbergConservation

noncomputable section

-- A norm on matrices, required by the differentiation lemmas used below.
attribute [local instance] Matrix.linftyOpNormedRing Matrix.linftyOpNormedAlgebra

variable {n : Type*} [Fintype n] [DecidableEq n]
```

The type `n` is a finite set of basis labels, and `Matrix n n ℂ` is the type of complex matrices whose rows and columns carry those labels. The `attribute` line selects a norm on matrices, because the Mathlib lemmas used below to differentiate exponentials and products are stated for normed algebras. In finite dimension all norms give the same derivatives, so the choice has no physical content.

```lean
/-- The matrix exponential `exp(itH)`. -/
def evolution (H : Matrix n n ℂ) (t : ℝ) : Matrix n n ℂ :=
  NormedSpace.exp (t • (I • H))
```

This defines

exp(itH) = 1 + itH + (itH)²/2! + …

The symbol `•` is multiplication by a scalar and `I` is the imaginary unit. The Schrödinger propagator exp(−itH) is therefore written `evolution H (-t)`.

```lean
/-- The matrix `A` in the Heisenberg picture at time `t`: `exp(itH) A exp(-itH)`. -/
def heisenberg (H A : Matrix n n ℂ) (t : ℝ) : Matrix n n ℂ :=
  evolution H t * A * evolution H (-t)
```

This is the Heisenberg-picture matrix

A(t) = exp(itH) A exp(−itH).

The definition makes sense for every H. When H is not Hermitian, the transformation is still a similarity transformation, but in general not a unitary one.

```lean
/-- The expression `ψ† A ψ`, which is the expectation value of `A` when `ψ` is normalized. -/
def expectation (A : Matrix n n ℂ) (ψ : n → ℂ) : ℂ :=
  star ψ ⬝ᵥ A *ᵥ ψ
```

Here `star ψ` is the complex conjugate of the vector ψ, `*ᵥ` applies a matrix to a vector, and `⬝ᵥ` is the sum of products of components. The whole expression is ψ†Aψ. For a nonzero ψ that is not normalised, the physical expectation value is ψ†Aψ / ψ†ψ. The result is a complex number, since A need not be Hermitian.

## The equation of motion

```lean
/-- The product of `exp(itH)` and `exp(-itH)` is the identity matrix. -/
theorem evolution_mul_neg (H : Matrix n n ℂ) (t : ℝ) :
    evolution H t * evolution H (-t) = 1 := by
  unfold evolution
  have hc : Commute (t • (I • H)) (-(t • (I • H))) :=
    (Commute.refl (t • (I • H))).neg_right
  rw [neg_smul, ← Matrix.exp_add_of_commute _ _ hc, add_neg_cancel, NormedSpace.exp_zero]
```

Write X = itH. Since X commutes with −X, the exponents may be added:

exp(X) exp(−X) = exp(X − X) = exp(0) = 1.

The Lean proof follows this line. The statement `hc` says that X and −X commute, and `Matrix.exp_add_of_commute` asks for it, because the addition rule fails for general pairs of matrices.

```lean
/-- Heisenberg equation of motion: `dA(t)/dt = i (H A(t) - A(t) H)`. -/
theorem heisenberg_equation (H A : Matrix n n ℂ) (t : ℝ) :
    HasDerivAt (heisenberg H A)
      (I • (H * heisenberg H A t - heisenberg H A t * H)) t := by
  have h1 : HasDerivAt (fun s : ℝ => evolution H s) ((I • H) * evolution H t) t :=
    hasDerivAt_exp_smul_const' (𝕂 := ℝ) (I • H) t
  have h2 : HasDerivAt (fun s : ℝ => evolution H (-s))
      (-(evolution H (-t) * (I • H))) t := by
    have h := hasDerivAt_exp_smul_const (𝕂 := ℝ) (-(I • H)) t
    simp only [evolution, smul_neg, neg_smul, mul_neg] at h ⊢
    exact h
  -- the product rule, then collecting the factor `i`
  refine ((h1.mul_const A).fun_mul h2).congr_deriv ?_
  simp only [heisenberg, smul_mul_assoc, mul_smul_comm, smul_add, smul_neg, mul_neg,
    mul_assoc, sub_eq_add_neg]
```

By hand, differentiate the two exponentials:

d/dt exp(itH) = iH exp(itH)

d/dt exp(−itH) = −exp(−itH) iH

The product rule, with A constant, then gives

dA(t)/dt = iH exp(itH) A exp(−itH) − exp(itH) A exp(−itH) iH
= i (H A(t) − A(t) H).

In the first derivative H is written on the left, in the second on the right. Both placements are correct, since H commutes with its own exponential, and this choice puts H at the outer edges, where the commutator needs it.

In Lean, `HasDerivAt f f' t` says that the function f has derivative f' at the point t. The steps `h1` and `h2` are the two derivatives above, `mul_const` and `fun_mul` carry out the product rule, and the final `simp only` collects the factor i.

## From a constant A(t) to a vanishing commutator

```lean
/-- If `A(t) = A` for all times in some neighbourhood of zero, then `A` commutes with `H`. -/
theorem commute_of_conserved_near_zero (H A : Matrix n n ℂ)
    (h : ∀ᶠ t in 𝓝 (0 : ℝ), heisenberg H A t = A) : H * A = A * H := by
  have h0 : heisenberg H A 0 = A := h.self_of_nhds
  have hconst : HasDerivAt (heisenberg H A) 0 0 :=
    (hasDerivAt_const (0 : ℝ) A).congr_of_eventuallyEq h
  -- the derivative at time zero is both `i[H, A]` and zero
  have hd := (heisenberg_equation H A 0).unique hconst
  rw [h0] at hd
  exact sub_eq_zero.mp ((smul_eq_zero.mp hd).resolve_left Complex.I_ne_zero)
```

The hypothesis `∀ᶠ t in 𝓝 (0 : ℝ), ...` reads "for all t in some neighbourhood of 0". The neighbourhood may be as small as one likes.

The argument compares two values of one derivative. Since A(t) = A near t = 0, the derivative at 0 is zero. The equation of motion gives the same derivative as i (H A(0) − A(0) H), and A(0) = A. Hence

i (HA − AH) = 0,

and dividing by i gives HA = AH.

The proof turns on `HasDerivAt.unique`, which appears in the code as `.unique hconst`. `HasDerivAt` is a relation between a function, a proposed derivative and a point. It is not an operation that returns a derivative. Two ways of finding the same derivative are thus two separate statements, and `unique` turns them into an equation between the two answers.

One statement is the equation of motion at t = 0. The other is `hconst`, obtained from the constant function A by `congr_of_eventuallyEq`: functions that agree near a point have the same derivative there. This lemma uses only values near zero, which is why conservation over an arbitrarily short interval around t = 0 already forces the commutator to vanish.

```lean
/-- Conservation law: `exp(itH) A exp(-itH) = A` for all real `t` if and only if
`H A = A H`. -/
theorem conserved_iff_commute (H A : Matrix n n ℂ) :
    (∀ t : ℝ, heisenberg H A t = A) ↔ H * A = A * H := by
  constructor
  · intro h
    exact commute_of_conserved_near_zero H A (Filter.Eventually.of_forall h)
  · intro h t
    have hc : Commute H A := h
    have he : Commute (evolution H t) A := ((hc.smul_left I).smul_left t).exp_left
    -- move `A` to the left and cancel the two exponentials
    rw [heisenberg, he.eq, mul_assoc, evolution_mul_neg, mul_one]
```

This is the conservation law. In words: A(t) = A for every real t if and only if HA = AH.

From left to right, an equality that holds at all times holds near zero, so the previous theorem applies. `Filter.Eventually.of_forall` makes that weakening.

From right to left, suppose HA = AH. Then A commutes with itH, with each of its powers, and so with the exponential series. Therefore

A(t) = exp(itH) A exp(−itH) = A exp(itH) exp(−itH) = A.

In the code, `hc` is the given commutation, the two uses of `smul_left` extend it to itH, and `exp_left` extends it to the exponential. The closing `rw` performs the displayed calculation from left to right.

The theorem concerns finite matrices, a time-independent H and an A with no explicit time dependence. Unbounded operators on an infinite-dimensional space, with their questions of domain, are not covered.

## Expectation values along Schrödinger trajectories

```lean
/-- For a Hermitian `H`, the adjoint of `exp(itH)` is `exp(-itH)`. -/
theorem evolution_conjTranspose {H : Matrix n n ℂ} (hH : H.IsHermitian) (t : ℝ) :
    (evolution H t)ᴴ = evolution H (-t) := by
  unfold evolution
  rw [← Matrix.exp_conjTranspose]
  congr 1
  simp [Matrix.conjTranspose_smul, hH.eq]
```

Now H is Hermitian, H† = H, which for a Hamiltonian stands for real energies and conserved total probability. The adjoint of an exponential is the exponential of the adjoint, and (itH)† = −itH† = −itH, so

(exp(itH))† = exp(−itH).

Lean writes the adjoint as `ᴴ`. After `Matrix.exp_conjTranspose` has moved the adjoint into the exponent, `congr 1` leaves only the two exponents to compare. Together with `evolution_mul_neg`, the result says that exp(itH) is unitary.

```lean
/-- Equivalence of pictures: for Hermitian `H`, the expectation value of `A` in the evolved
state `exp(-itH) ψ` equals that of `A(t)` in the initial state `ψ`. -/
theorem expectation_evolved {H : Matrix n n ℂ} (hH : H.IsHermitian)
    (A : Matrix n n ℂ) (ψ : n → ℂ) (t : ℝ) :
    expectation A (evolution H (-t) *ᵥ ψ) = expectation (heisenberg H A t) ψ := by
  unfold expectation heisenberg
  rw [Matrix.star_mulVec, evolution_conjTranspose hH, neg_neg, ← Matrix.dotProduct_mulVec]
  simp only [Matrix.mulVec_mulVec, Matrix.mul_assoc]
```

Let the state at time t be exp(−itH)ψ. Then

(exp(−itH)ψ)† A (exp(−itH)ψ) = ψ† exp(itH) A exp(−itH) ψ = ψ† A(t) ψ.

The left side is the Schrödinger picture, with a moving state and a fixed matrix. The right side is the Heisenberg picture. Hermiticity enters once, where the adjoint of exp(−itH) is replaced by exp(itH).

```lean
/-- Two matrices with the same expectation values in all states are equal. -/
theorem eq_of_expectation_eq {A B : Matrix n n ℂ}
    (h : ∀ ψ, expectation A ψ = expectation B ψ) : A = B := by
  -- polarization: the values `ψ† A ψ` for all vectors `ψ` determine every `x† A y`
  have key : ∀ x y : n → ℂ, star x ⬝ᵥ A *ᵥ y = star x ⬝ᵥ B *ᵥ y := by
    intro x y
    have hx := h x
    have hy := h y
    have h1 := h (x + y)
    have h2 := h (x + I • y)
    simp only [expectation, star_add, star_smul, Matrix.mulVec_add, Matrix.mulVec_smul,
      add_dotProduct, dotProduct_add, smul_dotProduct, dotProduct_smul, smul_eq_mul,
      Complex.star_def, Complex.conj_I] at hx hy h1 h2
    linear_combination (1 / 2) * (h1 - hx - hy) - (I / 2) * (h2 - hx + I ^ 2 * hy)
      + (1 / 2) * (star x ⬝ᵥ A *ᵥ y - star x ⬝ᵥ B *ᵥ y
        - star y ⬝ᵥ A *ᵥ x + star y ⬝ᵥ B *ᵥ x) * Complex.I_sq
  ext i j
  have hij := key (star (Pi.single i (1 : ℂ))) (Pi.single j (1 : ℂ))
  rw [star_star] at hij
  simpa using hij
```

To pass from expectation values back to matrices, put D = A − B and suppose that ψ†Dψ = 0 for every ψ. Take two vectors x and y. The choice ψ = x + y gives

x†Dy + y†Dx = 0,

because the terms x†Dx and y†Dy vanish. The choice ψ = x + iy gives

i (x†Dy − y†Dx) = 0.

So x†Dy and y†Dx are equal and also sum to zero, which makes x†Dy = 0. With x and y the basis vectors labelled i and j, this is the matrix element D_ij = 0, and hence A = B.

In the code, `hx`, `hy`, `h1` and `h2` are the hypothesis for the vectors x, y, x + y and x + iy. The tactic `linear_combination` is told how to weight these equations and checks that the weighted sum is the desired one, with `Complex.I_sq` supplying i² = −1. The last lines insert the basis vectors, written `Pi.single`.

```lean
/-- For Hermitian `H`, the expectation value of `A` is constant along every Schrödinger
trajectory `exp(-itH) ψ` if and only if `H A = A H`. -/
theorem expectation_conserved_iff_commute {H : Matrix n n ℂ} (hH : H.IsHermitian)
    (A : Matrix n n ℂ) :
    (∀ (ψ : n → ℂ) (t : ℝ), expectation A (evolution H (-t) *ᵥ ψ) = expectation A ψ) ↔
      H * A = A * H := by
  rw [← conserved_iff_commute]
  constructor
  · intro h t
    exact eq_of_expectation_eq fun ψ => by rw [← expectation_evolved hH, h ψ t]
  · intro h ψ t
    rw [expectation_evolved hH, h t]
```

For Hermitian H, the value ψ†Aψ stays constant along every trajectory exp(−itH)ψ if and only if HA = AH.

If all these values are constant, then for each t

ψ† A(t) ψ = ψ† A ψ for every ψ,

so A(t) = A by polarization, and the conservation law gives HA = AH. Conversely, if HA = AH then A(t) = A, and the equality of the two pictures makes each expectation value constant. The opening `rw` replaces the commutation condition by "A(t) = A for all t", so that only these two short arguments remain.

The theorem ranges over all vectors ψ, normalised or not. Restricting it to normalised states would change nothing, since multiplying ψ by a number c multiplies both sides by |c|².

Without Hermiticity the equivalence fails. Take

H = diag(i, 0), A = diag(1, 0), ψ = (1, 1)/√2.

These diagonal matrices commute, and A(t) = A as the conservation law says. But exp(−itH)ψ = (eᵗ, 1)/√2, so ψ†Aψ evolves into e²ᵗ/2. Dividing by the squared norm of the evolved state does not help: the normalised value is e²ᵗ/(e²ᵗ + 1), which also changes with time.

For simulations in a finite orthonormal basis with a fixed Hermitian matrix H, the theorem gives a simple check: if the matrices A and H commute, exact evolution keeps ψ†Aψ constant, so any drift in the computed value is an error of the computation and not a feature of the model.

## Why one later time is not enough

```lean
/-- A two-level Hamiltonian with energies `0` and `2π`. -/
def twoLevel : Matrix (Fin 2) (Fin 2) ℂ := !![0, 0; 0, 2 * Real.pi]
```

The notation `!![...]` lists a matrix row by row. This one is H = diag(0, 2π), a two-level Hamiltonian with energies 0 and 2π in units where ħ = 1.

```lean
/-- The matrix that exchanges the two levels. -/
def flip : Matrix (Fin 2) (Fin 2) ℂ := !![0, 1; 1, 0]
```

This matrix has zeros on the diagonal and ones off it. It exchanges the two basis states, and is the Pauli matrix σₓ.

```lean
/-- Agreement at one nonzero time is not enough: under the Hermitian two-level Hamiltonian
the flip matrix returns to itself at `t = 1`, yet the two do not commute. -/
theorem single_time_insufficient :
    twoLevel.IsHermitian ∧ heisenberg twoLevel flip 1 = flip ∧
      twoLevel * flip ≠ flip * twoLevel := by
  refine ⟨Matrix.IsHermitian.ext fun i j => ?_, ?_, fun h => ?_⟩
  · fin_cases i <;> fin_cases j <;> simp [twoLevel]
  · have hdiag : (1 : ℝ) • (I • twoLevel) = diagonal ![0, I * (2 * Real.pi)] := by
      ext i j
      fin_cases i <;> fin_cases j <;> simp [twoLevel]
    have hexp : NormedSpace.exp ![0, I * (2 * (Real.pi : ℂ))] = 1 := by
      ext i
      rw [Pi.coe_exp, ← Complex.exp_eq_exp_ℂ]
      fin_cases i
      · simp
      · simp [mul_comm I, Complex.exp_two_pi_mul_I]
    -- both phases are trivial at `t = 1`
    have h1 : evolution twoLevel 1 = 1 := by
      rw [evolution, hdiag, Matrix.exp_diagonal, hexp]
      exact Matrix.diagonal_one
    have h2 := evolution_mul_neg twoLevel 1
    rw [h1, one_mul] at h2
    rw [heisenberg, h1, h2, one_mul, mul_one]
  · have h01 := congrFun (congrFun h 0) 1
    simp [twoLevel, flip, Matrix.mul_apply, Fin.sum_univ_two, Real.pi_ne_zero] at h01

end

end HeisenbergConservation
```

The theorem states three facts: H is Hermitian, A(1) = A for the flip matrix A, and HA ≠ AH. At t = 1 the phases are

exp(iH) = diag(1, exp(2πi)) = diag(1, 1) = 1,

so every matrix returns to itself at that moment. Yet the element of HA in the first row and second column is 0, while that of AH is 2π. Between times 0 and 1 the flip matrix does move; at t = 1/2, for instance, it has become −A.

The proof treats the three facts in order. `fin_cases` runs through the matrix elements for Hermiticity. `hdiag` writes iH as a diagonal matrix, `Matrix.exp_diagonal` reduces its exponential to that of the diagonal entries, and `hexp` evaluates those as 1. For the last fact, `h01` extracts the element with labels 0 and 1 from the supposed equality HA = AH, and `simp` reduces it to a contradiction with π ≠ 0.

```lean
#print axioms HeisenbergConservation.conserved_iff_commute
#print axioms HeisenbergConservation.expectation_conserved_iff_commute
#print axioms HeisenbergConservation.single_time_insufficient
```

```
'HeisenbergConservation.conserved_iff_commute' depends on axioms: [propext, Classical.choice, Quot.sound]
'HeisenbergConservation.expectation_conserved_iff_commute' depends on axioms: [propext, Classical.choice, Quot.sound]
'HeisenbergConservation.single_time_insufficient' depends on axioms: [propext, Classical.choice, Quot.sound]
```
